# Every Hermitian matrix γ has a commuting projector P with ‖γ − P‖² ≤ 4‖γ² − γ‖² in the Frobenius norm

A one-particle density matrix is modelled here as any Hermitian complex matrix $\gamma$ over a finite set of $d$ orthonormal spin orbitals. Its occupations may lie outside $[0,1]$, as they can during an approximate calculation, and its trace need not be an integer. In Lean the orbital labels form the finite type `n`, and Hermiticity is the hypothesis `γ.IsHermitian`.

```lean
import Mathlib

open Matrix

namespace IdempotencyCertificate

noncomputable section

variable {n : Type*} [Fintype n] [DecidableEq n]
```

## Error, distance and occupations

The idempotency error is $\operatorname{tr}((\gamma^2-\gamma)^2)$. For Hermitian $\gamma$ this trace is real and equals the squared Frobenius norm of $\gamma^2-\gamma$; the definition takes the real part to obtain a real number for every matrix.

```lean
/-- The idempotency error of a one-particle matrix: the real part of `tr ((γ² - γ)²)`. -/
def idempotencyError (γ : Matrix n n ℂ) : ℝ := (trace ((γ ^ 2 - γ) ^ 2)).re
```

The squared distance is $\operatorname{tr}((\gamma-P)^2)$. For Hermitian $\gamma$ and $P$ it equals $\sum_{ij}|\gamma_{ij}-P_{ij}|^2$, the squared Frobenius norm.

```lean
/-- The real part of `tr ((γ - P)²)`; for Hermitian `γ` and `P` this is their squared Frobenius
distance. -/
def sqDistance (γ P : Matrix n n ℂ) : ℝ := (trace ((γ - P) ^ 2)).re
```

A matrix $U$ with orbitals as columns and real occupations $f_i$ give $U\,\mathrm{diag}(f)\,U^\dagger$.

```lean
/-- The one-particle matrix with the columns of `U` as orbitals and occupations `f`. -/
def ofOccupations (U : Matrix n n ℂ) (f : n → ℝ) : Matrix n n ℂ :=
  U * diagonal (fun i => (f i : ℂ)) * Uᴴ
```

Let $r(x)=1$ for $x>1/2$ and $r(x)=0$ otherwise. The tie at one half goes to zero.

```lean
/-- Rounding of an occupation number: one above one half, zero otherwise. -/
def roundOcc (x : ℝ) : ℝ := if 1 / 2 < x then 1 else 0
```

## Reduction to natural orbitals

If $U^\dagger U=1$, the inner factors cancel:
$$U\,\mathrm{diag}(f)\,U^\dagger U\,\mathrm{diag}(g)\,U^\dagger=U\,\mathrm{diag}(f_ig_i)\,U^\dagger .$$
The `calc` block follows this line.

```lean
/-- Matrices with the same orthonormal orbitals multiply by multiplying their occupations. -/
theorem ofOccupations_mul {U : Matrix n n ℂ} (hU : Uᴴ * U = 1) (f g : n → ℝ) :
    ofOccupations U f * ofOccupations U g = ofOccupations U (fun i => f i * g i) := by
  unfold ofOccupations
  calc U * diagonal (fun i => (f i : ℂ)) * Uᴴ * (U * diagonal (fun i => (g i : ℂ)) * Uᴴ)
      = U * diagonal (fun i => (f i : ℂ)) * (Uᴴ * U) * diagonal (fun i => (g i : ℂ)) * Uᴴ := by
        simp only [Matrix.mul_assoc]
    _ = U * (diagonal (fun i => (f i : ℂ)) * diagonal (fun i => (g i : ℂ))) * Uᴴ := by
        rw [hU, Matrix.mul_one]
        simp only [Matrix.mul_assoc]
    _ = U * diagonal (fun i => ((f i * g i : ℝ) : ℂ)) * Uᴴ := by
        rw [diagonal_mul_diagonal]
        simp only [Complex.ofReal_mul]
```

Cyclicity gives $\operatorname{tr}(U\,\mathrm{diag}(f)\,U^\dagger)=\operatorname{tr}(U^\dagger U\,\mathrm{diag}(f))=\sum_i f_i$.

```lean
/-- For orthonormal orbitals the trace is the sum of the occupations. -/
theorem trace_ofOccupations {U : Matrix n n ℂ} (hU : Uᴴ * U = 1) (f : n → ℝ) :
    trace (ofOccupations U f) = ((∑ i, f i : ℝ) : ℂ) := by
  unfold ofOccupations
  rw [trace_mul_cycle, hU, Matrix.one_mul, trace_diagonal, Complex.ofReal_sum]
```

The spectral theorem supplies such a $U$ for every Hermitian $\gamma$: its columns are eigenvectors, the natural orbitals, and the $f_i$ are the eigenvalues.

```lean
/-- Every Hermitian matrix has orthonormal natural orbitals with real occupations. -/
theorem exists_natural_orbitals {γ : Matrix n n ℂ} (hγ : γ.IsHermitian) :
    ∃ (U : Matrix n n ℂ) (f : n → ℝ), Uᴴ * U = 1 ∧ γ = ofOccupations U f := by
  refine ⟨(hγ.eigenvectorUnitary : Matrix n n ℂ), hγ.eigenvalues, ?_, ?_⟩
  · exact Matrix.mem_unitaryGroup_iff'.mp hγ.eigenvectorUnitary.2
  · have h := hγ.spectral_theorem
    rw [Unitary.conjStarAlgAut_apply] at h
    exact h
```

## Rounding the occupations

For one occupation, $4(x^2-x)^2=4x^2(x-1)^2$. If $x>1/2$, then $4x^2\ge1$, so this is at least $(x-1)^2$. If $x\le1/2$, then $4(1-x)^2\ge1$, so it is at least $x^2$. In both cases
$$(x-r(x))^2\le4(x^2-x)^2 .$$
`split_ifs` separates the cases, and `h1` records the factor that is at least one.

```lean
/-- For a single real occupation `x`, the squared rounding error is at most `4 (x² - x)²`. -/
theorem roundOcc_bound (x : ℝ) : (x - roundOcc x) ^ 2 ≤ 4 * (x ^ 2 - x) ^ 2 := by
  unfold roundOcc
  split_ifs with h
  · have h1 : 0 ≤ 4 * x ^ 2 - 1 := by nlinarith
    nlinarith [mul_nonneg (sq_nonneg (x - 1)) h1]
  · have h1 : 0 ≤ 4 * (1 - x) ^ 2 - 1 := by nlinarith [not_lt.mp h]
    nlinarith [mul_nonneg (sq_nonneg x) h1]
```

Now set $P=U\,\mathrm{diag}(r(f_i))\,U^\dagger$. It is Hermitian because the $r(f_i)$ are real, idempotent because they are 0 or 1, and commutes with $\gamma$ because the two share orbitals. Summing the scalar inequality gives
$$\operatorname{tr}((\gamma-P)^2)=\sum_i(f_i-r(f_i))^2\le4\sum_i(f_i^2-f_i)^2=4\operatorname{tr}((\gamma^2-\gamma)^2).$$
The four goals after `refine` are these three properties and the bound; `Finset.sum_le_sum` compares the sums term by term.

```lean
/-- Every Hermitian `γ` commutes with a Hermitian idempotent `P` whose squared distance
from `γ` is at most four times the idempotency error of `γ`. -/
theorem exists_projector_near {γ : Matrix n n ℂ} (hγ : γ.IsHermitian) :
    ∃ P : Matrix n n ℂ, P.IsHermitian ∧ P * P = P ∧ γ * P = P * γ ∧
      sqDistance γ P ≤ 4 * idempotencyError γ := by
  obtain ⟨U, f, hU, hf⟩ := exists_natural_orbitals hγ
  have hsub : ∀ a b : n → ℝ, ofOccupations U a - ofOccupations U b
      = ofOccupations U (fun i => a i - b i) := by
    intro a b
    unfold ofOccupations
    rw [← Matrix.sub_mul, ← Matrix.mul_sub, diagonal_sub]
    simp only [Complex.ofReal_sub]
  -- keep the natural orbitals and round the occupations
  refine ⟨ofOccupations U (fun i => roundOcc (f i)), ?_, ?_, ?_, ?_⟩
  · have hd : (diagonal (fun i => (roundOcc (f i) : ℂ)))ᴴ
        = diagonal (fun i => (roundOcc (f i) : ℂ)) := by
      rw [diagonal_conjTranspose]
      exact congrArg Matrix.diagonal (funext fun i => Complex.conj_ofReal _)
    unfold Matrix.IsHermitian ofOccupations
    rw [conjTranspose_mul, conjTranspose_mul, hd, conjTranspose_conjTranspose,
      Matrix.mul_assoc]
  · rw [ofOccupations_mul hU]
    refine congrArg (ofOccupations U) (funext fun i => ?_)
    unfold roundOcc
    split_ifs <;> norm_num
  · rw [hf, ofOccupations_mul hU, ofOccupations_mul hU]
    exact congrArg (ofOccupations U) (funext fun i => mul_comm _ _)
  · -- both traces are sums over orbitals, compared term by term
    rw [hf]
    simp only [sqDistance, idempotencyError, pow_two, hsub, ofOccupations_mul hU,
      trace_ofOccupations hU, Complex.ofReal_re, Finset.mul_sum]
    refine Finset.sum_le_sum fun i _ => ?_
    have h := roundOcc_bound (f i)
    simpa only [pow_two] using h
```

The rank of $P$ is not prescribed. A model with fixed particle number $N$ would also demand $\operatorname{tr}P=N$, and the constant 4 would then fail: for $d=3$, all occupations equal to $2/3$ and $N=2$, every Hermitian projector of rank 2 has squared distance $2/3$, while four times the error is $16/27$.

## From distance to expectation values

For Hermitian $X$, $\operatorname{tr}(X^2)=\sum_{ij}|X_{ij}|^2\ge0$. Taking $X=tA+B$ with $A,B$ Hermitian and $t$ real gives
$$t^2\operatorname{tr}(A^2)+2t\operatorname{Re}\operatorname{tr}(AB)+\operatorname{tr}(B^2)\ge0$$
for all $t$. The discriminant is therefore nonpositive, which is the Cauchy–Schwarz inequality. In the code, `hpos` is the positivity, `hq` the quadratic and `discrim_le_zero` the last step.

```lean
/-- The Cauchy-Schwarz inequality for the trace product of two Hermitian matrices. -/
theorem trace_mul_sq_le {A B : Matrix n n ℂ} (hA : A.IsHermitian) (hB : B.IsHermitian) :
    (trace (A * B)).re ^ 2 ≤ (trace (A ^ 2)).re * (trace (B ^ 2)).re := by
  have hpos : ∀ X : Matrix n n ℂ, X.IsHermitian → 0 ≤ (trace (X ^ 2)).re := by
    intro X hX
    rw [pow_two, Matrix.trace]
    simp only [diag_apply, mul_apply, Complex.re_sum]
    refine Finset.sum_nonneg fun i _ => Finset.sum_nonneg fun j _ => ?_
    have hz : X j i = (starRingEnd ℂ) (X i j) := (hX.apply j i).symm
    rw [hz, Complex.mul_conj, Complex.ofReal_re]
    exact Complex.normSq_nonneg _
  -- the trace of (t A + B)² is a nonnegative quadratic in the real number t
  have hq : ∀ t : ℝ, 0 ≤ (trace (A ^ 2)).re * (t * t) + (2 * (trace (A * B)).re) * t
      + (trace (B ^ 2)).re := by
    intro t
    have hs : star (t : ℂ) = t := Complex.conj_ofReal t
    have hH : ((t : ℂ) • A + B).IsHermitian := by
      unfold Matrix.IsHermitian
      rw [conjTranspose_add, conjTranspose_smul, hA.eq, hB.eq, hs]
    have he : ((t : ℂ) • A + B) ^ 2
        = ((t : ℂ) * (t : ℂ)) • (A ^ 2) + (t : ℂ) • (A * B + B * A) + B ^ 2 := by
      simp only [pow_two, add_mul, mul_add, smul_mul_assoc, mul_smul_comm, smul_smul, smul_add]
      abel
    have h := hpos _ hH
    rw [he, trace_add, trace_add, trace_smul, trace_smul, trace_add, trace_mul_comm B A] at h
    simp only [smul_eq_mul, ← Complex.ofReal_mul, Complex.add_re, Complex.re_ofReal_mul] at h
    linarith
  have hd := discrim_le_zero hq
  unfold discrim at hd
  nlinarith
```

Apply this to $\gamma-P$ and an observable $A$:
$$(\operatorname{tr}\gamma A-\operatorname{tr}PA)^2\le\operatorname{tr}((\gamma-P)^2)\operatorname{tr}(A^2)\le4\operatorname{tr}((\gamma^2-\gamma)^2)\operatorname{tr}(A^2).$$
The same $P$ serves every Hermitian $A$, since it is chosen before $A$ in the statement. In a mean-field calculation with a finite orthonormal spin-orbital basis, an idempotency error $\varepsilon$ thus certifies that the expectation value of each one-particle observable $A$ lies within $2\sqrt{\varepsilon\operatorname{tr}(A^2)}$ of its value in one Slater determinant. That determinant has $\operatorname{tr}P$ particles and is not necessarily the ground-state one.

```lean
/-- One Hermitian idempotent `P` reproduces the expectation values of all Hermitian
one-particle observables `A` within a bound set by the idempotency error and `tr (A²)`. -/
theorem observable_certificate {γ : Matrix n n ℂ} (hγ : γ.IsHermitian) :
    ∃ P : Matrix n n ℂ, P.IsHermitian ∧ P * P = P ∧
      ∀ A : Matrix n n ℂ, A.IsHermitian →
        ((trace (γ * A)).re - (trace (P * A)).re) ^ 2
          ≤ 4 * idempotencyError γ * (trace (A ^ 2)).re := by
  obtain ⟨P, hP, hPP, -, hle⟩ := exists_projector_near hγ
  refine ⟨P, hP, hPP, fun A hA => ?_⟩
  have h := trace_mul_sq_le (hγ.sub hP) hA
  rw [Matrix.sub_mul, trace_sub, Complex.sub_re] at h
  have hA0 : 0 ≤ (trace (A ^ 2)).re := by
    have h1 := trace_mul_sq_le hA (Matrix.isHermitian_one (n := n) (α := ℂ))
    have h2 : trace (A ^ 2) = ∑ i, ∑ j, ((Complex.normSq (A i j) : ℝ) : ℂ) := by
      rw [pow_two, Matrix.trace]
      simp only [diag_apply, mul_apply]
      refine Finset.sum_congr rfl fun i _ => Finset.sum_congr rfl fun j _ => ?_
      have hz : A j i = (starRingEnd ℂ) (A i j) := (hA.apply j i).symm
      rw [hz, Complex.mul_conj]
    rw [h2]
    simp only [Complex.re_sum, Complex.ofReal_re]
    exact Finset.sum_nonneg fun i _ => Finset.sum_nonneg fun j _ => Complex.normSq_nonneg _
  exact h.trans (mul_le_mul_of_nonneg_right hle hA0)
```

## Half-filled orbitals and the constant 4

Let $\gamma=\tfrac12 1$. For any idempotent $P$,
$$(\tfrac12 1-P)^2=\tfrac14 1-P+P^2=\tfrac14 1,\qquad(\gamma^2-\gamma)^2=\tfrac1{16}1 .$$
The traces are $d/4$ and $d/16$. With a single orbital, the Hermitian idempotents are 0 and 1, both at squared distance $1/4$ from one half, against an error of $1/16$.

```lean
/-- For `γ` with all occupations one half, every idempotent `P` has `Re tr ((γ - P)²) = d/4` and the
idempotency error is `d/16`, where `d` is the number of orbitals. -/
theorem half_occupation {P : Matrix n n ℂ} (hP : P * P = P) :
    sqDistance ((1 / 2 : ℂ) • (1 : Matrix n n ℂ)) P = (Fintype.card n : ℝ) / 4 ∧
      idempotencyError ((1 / 2 : ℂ) • (1 : Matrix n n ℂ)) = (Fintype.card n : ℝ) / 16 := by
  have h1 : ((1 / 2 : ℂ) • (1 : Matrix n n ℂ) - P) ^ 2 = (1 / 4 : ℂ) • 1 := by
    simp only [pow_two, sub_mul, mul_sub, smul_mul_assoc, mul_smul_comm, one_mul, mul_one,
      hP]
    module
  have h2 : (((1 / 2 : ℂ) • (1 : Matrix n n ℂ)) ^ 2 - (1 / 2 : ℂ) • 1) ^ 2
      = (1 / 16 : ℂ) • 1 := by
    simp only [pow_two, mul_sub, mul_smul_comm, mul_one, smul_smul]
    module
  constructor
  · have hc : (1 / 4 : ℂ) * (Fintype.card n : ℂ) = (((Fintype.card n : ℝ) / 4 : ℝ) : ℂ) := by
      push_cast
      ring
    rw [sqDistance, h1, trace_smul, trace_one, smul_eq_mul, hc, Complex.ofReal_re]
  · have hc : (1 / 16 : ℂ) * (Fintype.card n : ℂ) = (((Fintype.card n : ℝ) / 16 : ℝ) : ℂ) := by
      push_cast
      ring
    rw [idempotencyError, h2, trace_smul, trace_one, smul_eq_mul, hc, Complex.ofReal_re]
```

If a constant $c$ works for all Hermitian $\gamma$ in a given dimension $d>0$, this example forces $d/4\le c\,d/16$, hence $c\ge4$. The hypothesis `hc` asks only that $P$ be idempotent. For non-Hermitian $P$, `sqDistance` is no longer the squared Frobenius distance, but it never exceeds it, so a bound on the Frobenius distance implies the bound in `hc`. Giving up Hermiticity or commutation with $\gamma$ therefore does not permit a smaller constant. `Nonempty n` excludes $d=0$, where both traces vanish and every $c$ works.

```lean
/-- In any nonzero dimension, if every Hermitian `γ` has an idempotent `P` with `Re tr ((γ - P)²)`
at most `c` times the idempotency error of `γ`, then `c` is at least four. -/
theorem four_is_optimal [Nonempty n] {c : ℝ}
    (hc : ∀ γ : Matrix n n ℂ, γ.IsHermitian →
      ∃ P : Matrix n n ℂ, P * P = P ∧ sqDistance γ P ≤ c * idempotencyError γ) :
    4 ≤ c := by
  have hH : ((1 / 2 : ℂ) • (1 : Matrix n n ℂ)).IsHermitian := by
    have hs : star (1 / 2 : ℂ) = 1 / 2 := by simp
    unfold Matrix.IsHermitian
    rw [conjTranspose_smul, conjTranspose_one, hs]
  obtain ⟨P, hP, hle⟩ := hc _ hH
  rw [(half_occupation hP).1, (half_occupation hP).2] at hle
  have hd : (0 : ℝ) < Fintype.card n := by exact_mod_cast Fintype.card_pos
  by_contra hlt
  nlinarith [mul_pos hd (sub_pos.mpr (not_le.mp hlt))]

end

end IdempotencyCertificate
```

```lean
#print axioms IdempotencyCertificate.exists_projector_near
#print axioms IdempotencyCertificate.observable_certificate
#print axioms IdempotencyCertificate.four_is_optimal
```

```
'IdempotencyCertificate.exists_projector_near' depends on axioms: [propext, Classical.choice, Quot.sound]
'IdempotencyCertificate.observable_certificate' depends on axioms: [propext, Classical.choice, Quot.sound]
'IdempotencyCertificate.four_is_optimal' depends on axioms: [propext, Classical.choice, Quot.sound]
```
